# The Jacobi–Anger expansion of cos(tx) in Chebyshev polynomials

Suppose a code has to apply cos(tH) to a state vector, where H is a Hamiltonian scaled so that its eigenvalues lie in [−1, 1] and t is a dimensionless time. When t is large, the terms of the Taylor series of the cosine can first grow and then largely cancel. At t = 40 and eigenvalue 1 the largest term is about 1.5·10¹⁶, while the answer has modulus at most 1. In double precision the rounding error of that one term is already of order one, and no correct digit is left.

A Chebyshev series avoids this growth. On the interval [−1, 1] the Chebyshev polynomials of the first kind, T_n, stay between −1 and 1. So do the powers of x in the Taylor series, but their coefficients become huge, while the Chebyshev coefficients have modulus at most 2 for real t. They are given by Bessel functions:

cos(tx) = J_0(t) + 2 Σ_{k≥1} (−1)^k J_(2k)(t) T_(2k)(x)

Here J_k is the Bessel function of the first kind of order k = 0, 1, 2, …, given by its power series:

J_k(t) = Σ_{m≥0} (−1)^m (t/2)^(2m+k) / (m! (m+k)!)

The expansion holds for all complex t and x, and so in particular for real t and x in [−1, 1].

## Chebyshev time evolution

The expansion supplies the coefficients in Chebyshev propagation of wave packets and in Hamiltonian simulation by quantum signal processing. The theorems below concern a single number x, which stands for one eigenvalue of the scaled Hamiltonian.

Take a finite Hermitian matrix H, now in energy units, with eigenvalues in [−a, a] and a > 0. Put G = H/a and t = aτ/ħ, where τ is the physical time. The sum of the states evolved forwards and backwards by τ is 2 cos(tG)ψ, where ψ is the initial state. To compute cos(tG)ψ itself, a code builds the vectors φ_k = T_(2k)(G)ψ by a recursion:

φ_0 = ψ

φ_1 = 2G(Gψ) − ψ

φ_(k+1) = 4G(Gφ_k) − 2φ_k − φ_(k−1), for k ≥ 1

It adds them up as they are produced, starting from J_0(t)φ_0 and adding 2(−1)^k J_(2k)(t) φ_k at step k. Each step costs two products with G, and only the last two vectors and the running sum need to be kept. The loop ends when the coefficients have become negligible, which happens quickly once the order 2k is well above |t|.

For the full evolution operator exp(−itG) the odd orders are kept as well. The coefficient of T_k(G) is then 2(−i)^k J_k(t) for k ≥ 1, and J_0(t) for k = 0.

## From two exponential series to the cosine

**The Bessel series converges.** Since (m+k)! ≥ 1, the m-th term of J_k(t) has modulus at most

(|t|/2)^k · ((|t|/2)²)^m / m!

Summed over m, this is a constant times an exponential series, so the series for J_k(t) converges absolutely for every complex t.

**A generating function.** Let z and w be complex numbers with zw = 1. Multiply two exponential series:

exp(itz/2) exp(itw/2) = Σ_{a,b≥0} (it/2)^(a+b) z^a w^b / (a! b!)

In this double sum a and b are summation indices. It converges absolutely, so its terms may be grouped by the difference of the indices. First take a = m + k and b = m, with k ≥ 0 fixed. Because zw = 1 and i^(2m+k) = (−1)^m i^k, the term becomes

i^k z^k · (−1)^m (t/2)^(2m+k) / (m! (m+k)!)

Its sum over m is i^k z^k J_k(t). The pairs with a = m and b = m + k, for k ≥ 1, give i^k w^k J_k(t) in the same way. Together these two families contain every pair exactly once, so

exp(it(z+w)/2) = J_0(t) + Σ_{k≥1} i^k J_k(t) (z^k + w^k)

**Chebyshev polynomials enter.** Every complex x can be written as cos θ with a complex θ. Choose z = e^(iθ) and w = e^(−iθ). Then zw = 1 and z + w = 2x, and

z^k + w^k = 2 cos(kθ) = 2T_k(x)

The generating function becomes

exp(itx) = J_0(t) + 2 Σ_{k≥1} i^k J_k(t) T_k(x)

**The even part.** In the power series of J_k, replacing t by −t multiplies each term by (−1)^(2m+k) = (−1)^k. Hence J_k(−t) = (−1)^k J_k(t). Now average the expansion of exp(itx) with that of exp(−itx). The left side becomes cos(tx). On the right, the term of order k is multiplied by (1 + (−1)^k)/2, which is 0 for odd k and 1 for even k. Writing the surviving orders as 2k and using i^(2k) = (−1)^k gives the cosine expansion.

## The Lean file

```lean
import Mathlib

open Complex
open scoped Nat

namespace JacobiAnger

noncomputable section

/-- The `m`-th term of the power series of the Bessel function `J_k(t)`. -/
def besselTerm (k : ℕ) (t : ℂ) (m : ℕ) : ℂ :=
  (-1) ^ m * (t / 2) ^ (2 * m + k) / ((m ! : ℂ) * ((m + k)! : ℂ))

/-- The Bessel function of the first kind `J_k(t)`, of order `k = 0, 1, 2, ...`,
as the sum of its power series. -/
def besselJ (k : ℕ) (t : ℂ) : ℂ := ∑' m : ℕ, besselTerm k t m

/-- The value `T_n(x)` of the Chebyshev polynomial of the first kind. -/
def chebT (n : ℕ) (x : ℂ) : ℂ := (Polynomial.Chebyshev.T ℂ (n : ℤ)).eval x

/-- The power series of `J_k(t)` converges for every complex `t`. -/
theorem hasSum_besselJ (k : ℕ) (t : ℂ) : HasSum (besselTerm k t) (besselJ k t) := by
  refine (Summable.of_norm_bounded ((Real.summable_pow_div_factorial
    ((‖t‖ / 2) ^ 2)).mul_left ((‖t‖ / 2) ^ k)) fun m => ?_).hasSum
  have hn : ‖besselTerm k t m‖ =
      (‖t‖ / 2) ^ (2 * m + k) / ((m ! : ℝ) * ((m + k)! : ℝ)) := by
    simp [besselTerm]
  have h1 : (1 : ℝ) ≤ ((m + k)! : ℝ) := Nat.one_le_cast.2 (Nat.factorial_pos _)
  rw [hn]
  calc (‖t‖ / 2) ^ (2 * m + k) / ((m ! : ℝ) * ((m + k)! : ℝ))
      ≤ (‖t‖ / 2) ^ (2 * m + k) / ((m ! : ℝ) * 1) := by gcongr
    _ = _ := by rw [pow_add, pow_mul]; ring

/-- The product of two absolutely convergent complex series may be summed along diagonals: `a k` and
`b k` collect the products whose first index exceeds, or falls short of, the second by `k`. -/
theorem hasSum_diagonals {f g : ℕ → ℂ} {S T : ℂ} {a b : ℕ → ℂ}
    (hf : HasSum f S) (hg : HasSum g T)
    (ha : ∀ k, ∑' m, f (m + k) * g m = a k) (hb : ∀ k, ∑' m, f m * g (m + k) = b k) :
    HasSum (fun k => a (k + 1) + b (k + 1)) (S * T - a 0) := by
  have hF : HasSum (fun p : ℕ × ℕ => f p.1 * g p.2) (S * T) :=
    hf.mul hg (summable_mul_of_summable_norm
      (summable_norm_iff.mpr hf.summable) (summable_norm_iff.mpr hg.summable))
  -- split the pairs (i, j) into i ≥ j and i < j
  have h1 : Function.Injective (fun p : ℕ × ℕ => (p.2 + p.1, p.2)) := by
    rintro ⟨i, j⟩ ⟨k, l⟩ hp
    simp only [Prod.mk.injEq] at hp ⊢
    omega
  have h2 : Function.Injective (fun p : ℕ × ℕ => (p.2, p.2 + (p.1 + 1))) := by
    rintro ⟨i, j⟩ ⟨k, l⟩ hp
    simp only [Prod.mk.injEq] at hp ⊢
    omega
  have hr : Set.range (fun p : ℕ × ℕ => (p.2, p.2 + (p.1 + 1))) =
      (Set.range (fun p : ℕ × ℕ => (p.2 + p.1, p.2)))ᶜ := by
    ext ⟨i, j⟩
    simp only [Set.mem_range, Set.mem_compl_iff, Prod.exists, Prod.mk.injEq]
    constructor
    · rintro ⟨k, m, hk⟩ ⟨k', m', hk'⟩
      omega
    · intro hn
      have hlt : ¬ j ≤ i := fun hle => hn ⟨i - j, j, by omega, rfl⟩
      exact ⟨j - i - 1, i, rfl, by omega⟩
  obtain ⟨A, hA⟩ := hF.summable.comp_injective h1
  obtain ⟨B, hB⟩ := hF.summable.comp_injective h2
  have hsum : A + B = S * T :=
    (HasSum.add_isCompl (by rw [hr]; exact isCompl_compl)
      (h1.hasSum_range_iff.2 hA) (h2.hasSum_range_iff.2 hB)).unique hF
  have HA : HasSum a A := hA.prod_fiberwise fun k => by
    rw [← ha k]
    exact (hA.summable.prod_factor k).hasSum
  have HB : HasSum (fun k => b (k + 1)) B := hB.prod_fiberwise fun k => by
    show HasSum _ (b (k + 1))
    rw [← hb (k + 1)]
    exact (hB.summable.prod_factor k).hasSum
  have e : S * T - a 0 = A - ∑ i ∈ Finset.range 1, a i + B := by
    rw [← hsum, Finset.sum_range_one]
    ring
  rw [e]
  exact ((hasSum_nat_add_iff' 1).2 HA).add HB

/-- For `u v = 1`, take the product of the exponential series of `i t u / 2` and `i t v / 2`. Its
terms whose first index exceeds the second by `k` sum to `i^k u^k J_k(t)`. -/
theorem tsum_diagonal (t u v : ℂ) (huv : u * v = 1) (k : ℕ) :
    ∑' m : ℕ, (I * (t / 2) * u) ^ (m + k) / ((m + k)! : ℂ) *
      ((I * (t / 2) * v) ^ m / (m ! : ℂ)) = I ^ k * u ^ k * besselJ k t := by
  rw [besselJ, ← tsum_mul_left]
  refine tsum_congr fun m => ?_
  have hpow : ∀ c s : ℂ, (c * s * u) ^ (m + k) * (c * s * v) ^ m =
      (c * c) ^ m * (u * v) ^ m * c ^ k * u ^ k * s ^ (2 * m + k) := by
    intro c s
    ring
  rw [div_mul_div_comm, hpow, huv, I_mul_I, one_pow, besselTerm]
  ring

/-- Generating function of the Bessel functions: for `z w = 1`, the exponential
`exp (i t (z + w) / 2)` is `J_0(t)` plus the sum over `k ≥ 1` of `i^k J_k(t) (z^k + w^k)`. -/
theorem besselJ_generating (t z w : ℂ) (h : z * w = 1) :
    HasSum (fun k : ℕ => I ^ (k + 1) * besselJ (k + 1) t * (z ^ (k + 1) + w ^ (k + 1)))
      (exp (I * t * (z + w) / 2) - besselJ 0 t) := by
  have hexp : ∀ a : ℂ, HasSum (fun n : ℕ => a ^ n / (n ! : ℂ)) (exp a) := by
    intro a
    rw [Complex.exp_eq_exp_ℂ]
    exact NormedSpace.expSeries_div_hasSum_exp a
  have hw : ∀ k : ℕ, ∑' m : ℕ, (I * (t / 2) * z) ^ m / (m ! : ℂ) *
      ((I * (t / 2) * w) ^ (m + k) / ((m + k)! : ℂ)) = I ^ k * w ^ k * besselJ k t := by
    intro k
    rw [← tsum_diagonal t w z (by rw [mul_comm, h]) k]
    exact tsum_congr fun m => mul_comm _ _
  -- multiply the two exponential series and sum along diagonals
  have hD := hasSum_diagonals
    (f := fun n => (I * (t / 2) * z) ^ n / (n ! : ℂ))
    (g := fun n => (I * (t / 2) * w) ^ n / (n ! : ℂ))
    (a := fun k => I ^ k * z ^ k * besselJ k t)
    (b := fun k => I ^ k * w ^ k * besselJ k t)
    (hexp (I * (t / 2) * z)) (hexp (I * (t / 2) * w)) (tsum_diagonal t z w h) hw
  have h0 : I ^ 0 * z ^ 0 * besselJ 0 t = besselJ 0 t := by simp
  have e : I * t * (z + w) / 2 = I * (t / 2) * z + I * (t / 2) * w := by ring
  rw [e, Complex.exp_add, ← h0]
  exact hD.congr_fun fun k => by ring

/-- Jacobi-Anger expansion of the exponential: for all complex `t` and `x`,
`exp (i t x) = J_0(t) + 2 ∑ i^k J_k(t) T_k(x)`, summed over `k ≥ 1`. -/
theorem jacobi_anger_exp (t x : ℂ) :
    HasSum (fun k : ℕ => 2 * I ^ (k + 1) * besselJ (k + 1) t * chebT (k + 1) x)
      (exp (I * t * x) - besselJ 0 t) := by
  -- every complex number is a cosine
  obtain ⟨θ, rfl⟩ := Complex.cos_surjective x
  have h := besselJ_generating t (exp (θ * I)) (exp (-θ * I))
    (by rw [← Complex.exp_add]; simp)
  convert h using 1
  · funext k
    have e : chebT (k + 1) (Complex.cos θ) =
        (exp (θ * I) ^ (k + 1) + exp (-θ * I) ^ (k + 1)) / 2 := by
      rw [chebT, Polynomial.Chebyshev.T_complex_cos, Complex.cos,
        ← Complex.exp_nat_mul, ← Complex.exp_nat_mul]
      push_cast
      ring_nf
    rw [e]
    ring
  · rw [Complex.cos, mul_div_assoc]

/-- Parity of the Bessel functions: `J_k(-t) = (-1)^k J_k(t)`. -/
theorem besselJ_neg (k : ℕ) (t : ℂ) : besselJ k (-t) = (-1) ^ k * besselJ k t := by
  rw [besselJ, besselJ, ← tsum_mul_left]
  refine tsum_congr fun m => ?_
  have e : (-1 : ℂ) ^ (2 * m + k) = (-1) ^ k := by
    rw [pow_add, pow_mul]
    norm_num
  rw [besselTerm, besselTerm, neg_div, neg_pow (t / 2), e]
  ring

/-- Jacobi-Anger expansion of the cosine: for all complex `t` and `x`,
`cos (t x) = J_0(t) + 2 ∑ (-1)^k J_{2k}(t) T_{2k}(x)`, summed over `k = j + 1 ≥ 1`. -/
theorem jacobi_anger_cos (t x : ℂ) :
    HasSum (fun j : ℕ =>
        2 * (-1) ^ (j + 1) * besselJ (2 * (j + 1)) t * chebT (2 * (j + 1)) x)
      (Complex.cos (t * x) - besselJ 0 t) := by
  have hinj : Function.Injective (fun j : ℕ => 2 * j + 1) := by
    intro a b hab
    dsimp only at hab
    omega
  have hodd : ∀ j : ℕ, (-1 : ℂ) ^ (2 * j + 1) = -1 := by
    intro j
    rw [pow_succ, pow_mul]
    norm_num
  -- averaging over t and -t removes the odd orders
  have h := ((jacobi_anger_exp t x).add (jacobi_anger_exp (-t) x)).div_const 2
  have h' := (hinj.hasSum_iff (by
    intro k hk
    obtain ⟨j, rfl⟩ : ∃ j, k = 2 * j := ⟨k / 2, by
      by_contra hne
      exact hk ⟨k / 2, by dsimp only; omega⟩⟩
    simp only [besselJ_neg, hodd]
    ring)).2 h
  have hv : Complex.cos (t * x) - besselJ 0 t =
      (exp (I * t * x) - besselJ 0 t + (exp (I * -t * x) - besselJ 0 (-t))) / 2 := by
    rw [besselJ_neg, pow_zero, one_mul, Complex.cos,
      show t * x * I = I * t * x by ring, show -(t * x) * I = I * -t * x by ring]
    ring
  rw [hv]
  refine h'.congr_fun fun j => ?_
  have e : 2 * j + 1 + 1 = 2 * (j + 1) := by ring
  have hev : (-1 : ℂ) ^ (2 * (j + 1)) = 1 := by
    rw [pow_mul]
    norm_num
  have hI : I ^ (2 * (j + 1)) = (-1) ^ (j + 1) := by rw [pow_mul, I_sq]
  simp only [Function.comp_apply, besselJ_neg, e, hev, hI]
  ring

end

end JacobiAnger
```

```lean
#print axioms JacobiAnger.hasSum_besselJ
#print axioms JacobiAnger.jacobi_anger_cos
```

```
'JacobiAnger.hasSum_besselJ' depends on axioms: [propext, Classical.choice, Quot.sound]
'JacobiAnger.jacobi_anger_cos' depends on axioms: [propext, Classical.choice, Quot.sound]
```

## Reading the theorems

`jacobi_anger_cos` takes two arbitrary complex numbers `t` and `x`. Its statement is a `HasSum`: the listed terms form a convergent series, and the sum is `Complex.cos (t * x) - besselJ 0 t`. The zeroth Bessel function has thus been moved to the side of the cosine. Lean's index `j` starts at 0 and corresponds to k = j + 1 in the formula above, which is why the terms contain `2 * (j + 1)`. Convergence in the sense of `HasSum` doesn't depend on the order of summation.

`besselJ k t` is the sum of the power series, with `k` a natural number. Textbooks often write the Jacobi–Anger expansion for exp(it cos θ) as a sum over all integer orders. Here the orders k and −k are already combined, and this produces the factor 2. `chebT n x` is the value at `x` of Mathlib's Chebyshev polynomial of the first kind.

`jacobi_anger_exp` is the corresponding statement for exp(itx), with even and odd orders together. The expansion of the sine would follow from its odd part, but it isn't stated as a theorem.

No hypothesis confines `x` to [−1, 1]. For a code the interval still matters. If the spectral range has been underestimated, some eigenvalue of G lies outside it, and there |T_n(x)| grows exponentially with n. The identity remains true, but more terms are needed and rounding errors are amplified.

The step from the theorem to a simulation is the passage from the number x to the matrix G. For a finite Hermitian matrix it is made by diagonalisation: the scalar identity is applied to each eigenvalue, and the results are put together in the eigenbasis.

The theorems concern the infinite series, and they contain no bound on the error after a given number of terms. For real t and x in [−1, 1], the bound |T_n(x)| ≤ 1 shows that stopping after k = K costs at most 2 Σ_{k>K} |J_(2k)(t)|; this estimate, like the remarks on decay and rounding, rests on ordinary analysis and not on the Lean proof.

## How Lean carries out the derivation

`hasSum_besselJ` is the convergence step. It compares the norm of each term with the exponential series given above, using (m+k)! ≥ 1.

`hasSum_diagonals` does the regrouping, for any two absolutely convergent complex series (over the complex numbers, `HasSum` implies absolute convergence). It is the longest proof in the file, because the rearrangement that takes one sentence by hand has to be justified in full. The maps in `h1` and `h2` send a pair (k, m) to (m+k, m) and to (m, m+k+1), and both are shown to be injective. `hr` shows that the range of the second map is exactly what the first one misses, so every pair of indices is counted once. `HasSum.add_isCompl` then adds the two halves to the full product, and `prod_fiberwise` sums each half line by line. The final lines take the term for k = 0 out of the first half, which leaves a sum over k ≥ 1.

`tsum_diagonal` identifies the sum along one such line as i^k u^k J_k(t). Its auxiliary identity `hpow` collects the powers, after which `huv` replaces u·v by 1 and `I_mul_I` replaces i·i by −1. `besselJ_generating` applies both lemmas to the exponential series of itz/2 and itw/2. The second family of lines is obtained from `tsum_diagonal` with z and w exchanged.

In `jacobi_anger_exp`, `Complex.cos_surjective` provides the complex angle θ, and `Polynomial.Chebyshev.T_complex_cos` is the relation T_n(cos θ) = cos(nθ).

`besselJ_neg` proves the parity term by term. `jacobi_anger_cos` then adds the exponential expansions for t and −t and divides by 2. In that series the index k belongs to order k + 1, so the odd orders sit at even indices. `hinj.hasSum_iff` removes those indices once their terms have been shown to vanish, and the remaining ones, 2j + 1, carry the orders 2(j + 1). The last lines simplify i^(2(j+1)) to (−1)^(j+1).
